# Two sum rules decide whether a finite-basis second-order magnetic energy depends on the gauge origin along one axis

Model an N-electron molecule by finitely many field-free eigenstates n of energy E_n, with a non-degenerate ground state 0. In atomic units and without spin, let F(d) be the B² coefficient of its ground-state energy in a magnetic field B along z, with the gauge origin at distance d along x. Then F is independent of d exactly when

f = N and X_00 = m,

where

f = 2 Σ_{n≠0} |P_n0|² / (E_n − E_0),
m = 2 Σ_{n≠0} Re(conj(L_n0) P_n0) / (E_n − E_0).

Here L is the z component of the total orbital angular momentum about the coordinate origin d = 0, P the y component of the total momentum, and X the sum of the electrons' x coordinates. The condition f = N is the Thomas-Reiche-Kuhn sum rule in its velocity form, with momentum rather than position matrix elements; the two forms agree term by term for exact eigenstates in a local potential, but can differ for states computed in a finite basis.

## How the origin enters the Hamiltonian

In atomic units, without spin, each electron has kinetic energy (p + A)²/2 with A = (B/2)(−y, x − d, 0). Expanding the square and summing over electrons gives

- linear in B: h(d) = (L − dP)/2,
- quadratic in B: q(d) = (Q − 2dX + Nd²)/8,

where Q is the sum of x² + y². Second-order perturbation theory then gives

F(d) = q(d)_00 − Σ_{n≠0} |h(d)_n0|² / (E_n − E_0).

For a complete set of exact eigenstates in a local potential, the two sum rules follow from P = i[H, Y], with H the field-free Hamiltonian and Y the sum of the y coordinates, together with [Y, P] = iN and [L, Y] = −iX. A truncated basis generally violates them. In this finite sum-over-states model, the origin dependence of the zz component of a computed magnetizability, −2F, is therefore governed by the errors in two sums.

## What the Lean statement assumes

A `Molecule ι` holds the ground-state label `g`, written 0 in the prose, the real energies `E`, the electron number `N` and four complex matrices. The field `gap` puts every other level strictly above the ground state; excited levels may coincide. Matrix elements are read as `M.P n M.g` = P_n0.

The definitions `para`, `dia`, `energy`, `strength` and `mixed` are h(d), q(d), F(d), f and m. The main theorem, `origin_independent_iff`, says that `energy M d = energy M d'` for all real `d` and `d'` if and only if `strength M = M.N` and `(M.X M.g M.g).re = mixed M`. Since X is Hermitian, taking the real part loses nothing.

The matrices are assumed Hermitian, but no commutation relations link them, and the sum rules are conditions to be tested rather than consequences of the model. Shifts along other axes, continuum states, spin and nuclear shieldings are not covered, nor is the orbital response of approximate wave functions.

## The energy as a minimum

Write Δ_n = E_n − E_0 > 0 and h_n = h(d)_n0. For trial amplitudes c_n on the excited states, the Hylleraas functional is

J(c) = q(d)_00 + Σ_{n≠0} [Δ_n |c_n|² + 2 Re(conj(c_n) h_n)].

Completing the square turns each bracket into

|Δ_n c_n + h_n|² / Δ_n − |h_n|² / Δ_n.

Hence J(c) equals F(d) plus a sum of non-negative terms, which vanishes at c_n = −h_n/Δ_n. The minimum is F(d).

## Expansion in the origin shift

Inserting the operators gives

F(d) = (Q_00 − 2d X_00 + Nd²)/8 − Σ_{n≠0} |L_n0 − d P_n0|² / (4Δ_n).

The squared modulus is

|L_n0 − d P_n0|² = |L_n0|² − 2d Re(conj(L_n0) P_n0) + d² |P_n0|².

Collecting powers of d, with s = X_00 − m and k = N − f, we find

F(d) = F(0) − (s/4) d + (k/8) d².

If F is constant, the origins 1 and −1 give −s/4 + k/8 = 0 and s/4 + k/8 = 0. Adding and subtracting yields k = 0 and s = 0. Conversely, if both vanish, F(d) = F(0).

If k ≠ 0, completing the square in d gives a parabola centred at d* = s/k:

F(d) = F(d*) + (k/8)(d − d*)².

## Three origins suffice

For two origins a and b,

F(a) − F(b) = (a − b)[k(a + b) − 2s]/8.

If F agrees at three distinct origins a, b and c, then k(a + b) = 2s and k(a + c) = 2s. Subtracting gives k(b − c) = 0, so k = 0 and then s = 0. Exact equality at three distinct origins thus implies equality at every origin along x.

## The f-sum rule alone is not enough

Take N = 1, two levels with spacing 2, L_10 = P_10 = i, and X_00 = x. Then f = 2 · 1/2 = 1 and m = 1, so

F(d) = F(0) − (x − 1)d/4.

The Thomas-Reiche-Kuhn condition holds for every x, but F is origin independent only for x = 1. This is an algebraic example, not a discretised atom.

## The Lean file

```lean
import Mathlib

open Finset ComplexConjugate

namespace GaugeOrigin

noncomputable section

/-- A molecule in an eigenbasis labelled by `ι` (atomic units): ground state `g` strictly below all
other levels `E n`, `N` electrons, and Hermitian matrices for the angular momentum `L` along the
field, a momentum component `P`, the position component `X` along the origin shift, and the squared
distance `Q` from the field axis. -/
structure Molecule (ι : Type*) where
  g : ι
  E : ι → ℝ
  gap : ∀ n, n ≠ g → E g < E n
  N : ℕ
  L : Matrix ι ι ℂ
  P : Matrix ι ι ℂ
  X : Matrix ι ι ℂ
  Q : Matrix ι ι ℂ
  hL : L.IsHermitian
  hP : P.IsHermitian
  hX : X.IsHermitian
  hQ : Q.IsHermitian

variable {ι : Type*} [Fintype ι] [DecidableEq ι]

/-- The operator linear in the field, `(L - d P) / 2`, for gauge origin `d`. -/
def para (M : Molecule ι) (d : ℝ) : Matrix ι ι ℂ :=
  (1 / 2 : ℝ) • (M.L - d • M.P)

/-- The operator quadratic in the field, `(Q - 2 d X + N d²) / 8`, for gauge origin `d`. -/
def dia (M : Molecule ι) (d : ℝ) : Matrix ι ι ℂ :=
  (1 / 8 : ℝ) • (M.Q - (2 * d) • M.X + ((M.N : ℝ) * d ^ 2) • (1 : Matrix ι ι ℂ))

/-- The second-order energy in the field: the ground-state expectation value of the quadratic
operator minus the sum of `|h_n0|² / (E_n - E_0)` over excited states `n`, where `h` is the linear
operator. -/
def energy (M : Molecule ι) (d : ℝ) : ℝ :=
  (dia M d M.g M.g).re - ∑ n ∈ univ.erase M.g, ‖para M d n M.g‖ ^ 2 / (M.E n - M.E M.g)

/-- The Hylleraas functional of trial first-order amplitudes `c` on the excited states. -/
def hylleraas (M : Molecule ι) (d : ℝ) (c : ι → ℂ) : ℝ :=
  (dia M d M.g M.g).re + ∑ n ∈ univ.erase M.g,
    ((M.E n - M.E M.g) * ‖c n‖ ^ 2 + 2 * (conj (c n) * para M d n M.g).re)

/-- The oscillator-strength sum `f = 2 ∑ |P_n0|² / (E_n - E_0)` over excited states. -/
def strength (M : Molecule ι) : ℝ :=
  2 * ∑ n ∈ univ.erase M.g, ‖M.P n M.g‖ ^ 2 / (M.E n - M.E M.g)

/-- The mixed sum `2 ∑ Re(conj(L_n0) P_n0) / (E_n - E_0)` over excited states. -/
def mixed (M : Molecule ι) : ℝ :=
  2 * ∑ n ∈ univ.erase M.g, (conj (M.L n M.g) * M.P n M.g).re / (M.E n - M.E M.g)

omit [Fintype ι] in
/-- Both field operators are Hermitian for every gauge origin. -/
theorem operators_isHermitian (M : Molecule ι) (d : ℝ) :
    (para M d).IsHermitian ∧ (dia M d).IsHermitian := by
  constructor
  · simp only [Matrix.IsHermitian, para, Matrix.conjTranspose_smul, Matrix.conjTranspose_sub,
      star_trivial, M.hL.eq, M.hP.eq]
  · simp only [Matrix.IsHermitian, dia, Matrix.conjTranspose_smul, Matrix.conjTranspose_sub,
      Matrix.conjTranspose_add, Matrix.conjTranspose_one, star_trivial, M.hQ.eq, M.hX.eq]

/-- The second-order energy is the minimum of the Hylleraas functional. -/
theorem energy_isLeast (M : Molecule ι) (d : ℝ) :
    IsLeast (Set.range (hylleraas M d)) (energy M d) := by
  have hpos : ∀ n ∈ univ.erase M.g, 0 < M.E n - M.E M.g := fun n hn =>
    sub_pos.mpr (M.gap n (Finset.ne_of_mem_erase hn))
  -- complete the square in each amplitude
  have square : ∀ (D : ℝ) (c h : ℂ), 0 < D →
      D * ‖c‖ ^ 2 + 2 * (conj c * h).re = ‖(D : ℂ) * c + h‖ ^ 2 / D - ‖h‖ ^ 2 / D := by
    intro D c h hD
    have hD' : D ≠ 0 := hD.ne'
    rw [← sub_div, eq_div_iff hD']
    simp only [Complex.sq_norm, Complex.normSq_apply, Complex.add_re, Complex.add_im,
      Complex.mul_re, Complex.mul_im, Complex.ofReal_re, Complex.ofReal_im,
      Complex.conj_re, Complex.conj_im]
    ring
  have key : ∀ c, hylleraas M d c = energy M d + ∑ n ∈ univ.erase M.g,
      ‖((M.E n - M.E M.g : ℝ) : ℂ) * c n + para M d n M.g‖ ^ 2 / (M.E n - M.E M.g) := by
    intro c
    unfold hylleraas energy
    rw [Finset.sum_congr rfl (fun n hn => square _ (c n) (para M d n M.g) (hpos n hn)),
      Finset.sum_sub_distrib]
    ring
  constructor
  · -- the first-order perturbed state attains the minimum
    refine ⟨fun n => -(para M d n M.g) / ((M.E n - M.E M.g : ℝ) : ℂ), ?_⟩
    rw [key, Finset.sum_eq_zero, add_zero]
    intro n hn
    have h0 : ((M.E n - M.E M.g : ℝ) : ℂ) ≠ 0 := Complex.ofReal_ne_zero.mpr (hpos n hn).ne'
    rw [mul_div_cancel₀ _ h0, neg_add_cancel]
    simp
  · rintro _ ⟨c, rfl⟩
    rw [key]
    have := Finset.sum_nonneg (fun n hn => div_nonneg
      (sq_nonneg ‖((M.E n - M.E M.g : ℝ) : ℂ) * c n + para M d n M.g‖) (hpos n hn).le)
    linarith

/-- The second-order energy written out in the matrix elements of `Q`, `X`, `L` and `P`. -/
theorem energy_formula (M : Molecule ι) (d : ℝ) :
    energy M d = ((M.Q M.g M.g).re - 2 * d * (M.X M.g M.g).re + M.N * d ^ 2) / 8
      - ∑ n ∈ univ.erase M.g,
        ‖M.L n M.g - (d : ℂ) * M.P n M.g‖ ^ 2 / (4 * (M.E n - M.E M.g)) := by
  unfold energy
  congr 1
  · simp only [dia, Matrix.smul_apply, Matrix.add_apply, Matrix.sub_apply, Matrix.one_apply_eq,
      Complex.smul_re, Complex.add_re, Complex.sub_re, Complex.one_re, smul_eq_mul]
    ring
  · refine Finset.sum_congr rfl fun n _ => ?_
    have h2 : ‖(1 / 2 : ℝ)‖ = 1 / 2 := by norm_num
    simp only [para, Matrix.smul_apply, Matrix.sub_apply]
    rw [norm_smul, h2, Complex.real_smul]
    generalize M.E n - M.E M.g = D
    ring

/-- The second-order energy is a polynomial of degree at most two in the origin shift, with `d²`
coefficient `(N - f) / 8`. -/
theorem energy_expansion (M : Molecule ι) (d : ℝ) :
    energy M d = energy M 0 - d / 4 * ((M.X M.g M.g).re - mixed M)
      + d ^ 2 * ((M.N - strength M) / 8) := by
  have term : ∀ (t D : ℝ) (l p : ℂ), ‖l - (t : ℂ) * p‖ ^ 2 / (4 * D)
      = ‖l‖ ^ 2 / (4 * D) - t / 2 * ((conj l * p).re / D) + t ^ 2 / 4 * (‖p‖ ^ 2 / D) := by
    intro t D l p
    simp only [Complex.sq_norm, Complex.normSq_apply, Complex.sub_re, Complex.sub_im,
      Complex.mul_re, Complex.mul_im, Complex.ofReal_re, Complex.ofReal_im,
      Complex.conj_re, Complex.conj_im]
    ring
  rw [energy_formula, energy_formula]
  simp only [term, Finset.sum_add_distrib, Finset.sum_sub_distrib, ← Finset.mul_sum]
  unfold mixed strength
  ring

/-- The second-order energy is the same for all gauge origins exactly when the
Thomas-Reiche-Kuhn sum `f = N` holds and `X_00` equals the mixed sum of `L` and `P`. -/
theorem origin_independent_iff (M : Molecule ι) :
    (∀ d d', energy M d = energy M d') ↔
      strength M = M.N ∧ (M.X M.g M.g).re = mixed M := by
  constructor
  · intro h
    -- the origins 1 and -1 separate the even and odd coefficients
    have h1 := energy_expansion M 1
    have h2 := energy_expansion M (-1)
    rw [h 1 0] at h1
    rw [h (-1) 0] at h2
    constructor <;> linarith
  · rintro ⟨hf, hx⟩ d d'
    rw [energy_expansion M d, energy_expansion M d', hf, hx]
    ring

/-- If `f ≠ N`, the second-order energy is a parabola in the gauge origin, centred at
`(X_00 - mixed sum) / (N - f)`. -/
theorem energy_parabola (M : Molecule ι) (hf : strength M ≠ M.N) (d : ℝ) :
    energy M d = energy M (((M.X M.g M.g).re - mixed M) / (M.N - strength M))
      + (M.N - strength M) / 8
        * (d - ((M.X M.g M.g).re - mixed M) / (M.N - strength M)) ^ 2 := by
  have hk : (M.N : ℝ) - strength M ≠ 0 := sub_ne_zero.mpr hf.symm
  rw [energy_expansion M d, energy_expansion M (_ / _)]
  generalize (M.N : ℝ) - strength M = k at *
  generalize (M.X M.g M.g).re - mixed M = a
  have ha : a = k * (a / k) := (mul_div_cancel₀ a hk).symm
  linear_combination (a / k - d) / 4 * ha

/-- Equal second-order energies at three distinct gauge origins imply equal energies at all
gauge origins. -/
theorem three_origin_test (M : Molecule ι) {a b c : ℝ} (hab : a ≠ b) (hac : a ≠ c)
    (hbc : b ≠ c) (h1 : energy M a = energy M b) (h2 : energy M a = energy M c) :
    ∀ d d', energy M d = energy M d' := by
  rw [energy_expansion M a, energy_expansion M b] at h1
  rw [energy_expansion M a, energy_expansion M c] at h2
  rw [origin_independent_iff]
  -- divide each difference by the distance of the two origins
  have e1 : (M.N - strength M) * (a + b) - 2 * ((M.X M.g M.g).re - mixed M) = 0 :=
    mul_left_cancel₀ (sub_ne_zero.mpr hab) (by linear_combination 8 * h1)
  have e2 : (M.N - strength M) * (a + c) - 2 * ((M.X M.g M.g).re - mixed M) = 0 :=
    mul_left_cancel₀ (sub_ne_zero.mpr hac) (by linear_combination 8 * h2)
  have hk : (M.N : ℝ) - strength M = 0 :=
    mul_left_cancel₀ (sub_ne_zero.mpr hbc) (by linear_combination e1 - e2)
  rw [hk] at e1
  constructor <;> linarith

/-- A one-electron two-level model with level spacing 2, equal matrices for `L` and `P`, and
position expectation value `x`. -/
def twoLevel (x : ℝ) : Molecule (Fin 2) where
  g := 0
  E := ![0, 2]
  gap := by intro n hn; fin_cases n <;> simp_all
  N := 1
  L := !![0, -Complex.I; Complex.I, 0]
  P := !![0, -Complex.I; Complex.I, 0]
  X := !![(x : ℂ), 0; 0, (x : ℂ)]
  Q := !![(x : ℂ) ^ 2 + 1, 0; 0, (x : ℂ) ^ 2 + 1]
  hL := Matrix.IsHermitian.ext (by intro i j; fin_cases i <;> fin_cases j <;> simp)
  hP := Matrix.IsHermitian.ext (by intro i j; fin_cases i <;> fin_cases j <;> simp)
  hX := Matrix.IsHermitian.ext (by intro i j; fin_cases i <;> fin_cases j <;> simp)
  hQ := Matrix.IsHermitian.ext (by intro i j; fin_cases i <;> fin_cases j <;> simp)

/-- The two-level model has `f = 1` for every `x`, but its second-order energy is origin
independent only for `x = 1`. -/
theorem twoLevel_witness (x : ℝ) :
    strength (twoLevel x) = 1 ∧
      ((∀ d d', energy (twoLevel x) d = energy (twoLevel x) d') ↔ x = 1) := by
  have he : univ.erase (twoLevel x).g = {1} := by
    change univ.erase (0 : Fin 2) = {1}
    decide
  have hf : strength (twoLevel x) = 1 := by
    rw [strength, he, Finset.sum_singleton]
    simp [twoLevel]
  have hm : mixed (twoLevel x) = 1 := by
    rw [mixed, he, Finset.sum_singleton]
    simp [twoLevel]
  refine ⟨hf, ?_⟩
  rw [origin_independent_iff, hf, hm]
  simp [twoLevel]

end

end GaugeOrigin
```

```lean
#print axioms GaugeOrigin.operators_isHermitian
#print axioms GaugeOrigin.energy_isLeast
#print axioms GaugeOrigin.energy_parabola
#print axioms GaugeOrigin.three_origin_test
```

```
'GaugeOrigin.operators_isHermitian' depends on axioms: [propext, Classical.choice, Quot.sound]
'GaugeOrigin.energy_isLeast' depends on axioms: [propext, Classical.choice, Quot.sound]
'GaugeOrigin.energy_parabola' depends on axioms: [propext, Classical.choice, Quot.sound]
'GaugeOrigin.three_origin_test' depends on axioms: [propext, Classical.choice, Quot.sound]
```

## From completed squares to the sum rules

`operators_isHermitian` checks that h(d) and q(d) are Hermitian at every origin, using the Hermiticity of the four matrices.

In `energy_isLeast`, `square` is the completed square for one amplitude, proved by passing to real and imaginary parts and calling `ring`. Summing it gives `key`, the identity J = F + non-negative terms. The proof then supplies the minimising amplitudes and bounds all others from below.

`energy_formula` inserts the matrix elements. In `energy_expansion`, `term` expands the squared modulus, and the sum lemmas pull the powers of d out of the sums.

`origin_independent_iff` evaluates this expansion at 1 and −1, and `linarith` solves the two linear equations. The converse substitutes the sum rules into the expansion.

`energy_parabola` uses k ≠ 0 to write s = k(s/k), after which `linear_combination` verifies the completed square. In `three_origin_test`, `e1` and `e2` are the two equations left after cancelling a − b and a − c; their difference gives `hk`, which is k = 0.

For `twoLevel_witness`, the set of excited states reduces to the single index 1. Both sums are then evaluated directly, and the main equivalence leaves the condition x = 1.
